# Polynomial weights that sum to one and annihilate the iteration matrix extrapolate linear amplitude iterations exactly

An iterative solver for correlation amplitudes often stores several successive amplitude vectors and replaces the newest by a linear combination of them, with weights that sum to one. DIIS does this with weights that make a combined residual small. Suppose instead that the vectors are successive iterates of a linear iteration with matrix $M$, none of them replaced along the way, and that the weights are the coefficients of a polynomial $p$ with $p(M)=0$ and $p(1)=1$. The combination is then exactly the solution of the amplitude equations, even if the iterates themselves diverge.

## The linear amplitude equations

Linearised coupled-cluster equations have the form $A x=-v$, where $x$ collects the amplitudes and $v$ the couplings to the reference determinant. Split $A=D+V$ with $D$ an invertible diagonal matrix, usually of orbital-energy differences, and solve for the diagonal part:

$$x_{k+1}=Mx_k+b,\qquad M=-D^{-1}V,\quad b=-D^{-1}v.$$

The Lean development starts from $M$ and $b$, which may be any real square matrix and any real vector. The amplitudes are labelled by a finite index type `n`; it is the set of labels, not their number.

```lean
import Mathlib

open Matrix Polynomial

namespace AmplitudeExtrapolation

noncomputable section

variable {n : Type*} [Fintype n] [DecidableEq n]
```

The iteration begins at an arbitrary guess $x_0$, and `*ᵥ` is the product of a matrix with a vector.

```lean
/-- The amplitudes after `k` steps of the linear iteration `x ↦ M x + b`, started from `x₀`. -/
def amplitudes (M : Matrix n n ℝ) (b x₀ : n → ℝ) : ℕ → n → ℝ
  | 0 => x₀
  | k + 1 => M *ᵥ amplitudes M b x₀ k + b
```

For $p(X)=\sum_k p_kX^k$, the extrapolated vector is $\sum_k p_kx_k$. The coefficient of $X^k$ multiplies the $k$-th iterate, and the sum runs from $k=0$ up to and including the degree of $p$.

```lean
/-- The combination `∑ pₖ xₖ` of the vectors `xₖ`, weighted by the coefficients of the
polynomial `p`. -/
def extrapolate (p : ℝ[X]) (x : ℕ → n → ℝ) : n → ℝ :=
  ∑ k ∈ Finset.range (p.natDegree + 1), p.coeff k • x k
```

A stationary vector $s=Ms+b$ satisfies $(1-M)s=b$, so the target is $(1-M)^{-1}b$. Its Lean name, `convergedAmplitudes`, refers to the solution of the equations and does not imply that the iteration converges to it.

```lean
/-- The vector `(1 - M)⁻¹ b`, which solves `s = M s + b` when `1 - M` is invertible. -/
def convergedAmplitudes (M : Matrix n n ℝ) (b : n → ℝ) : n → ℝ :=
  (1 - M)⁻¹ *ᵥ b
```

## How the error propagates

Let $s$ be a fixed point, $Ms+b=s$. Subtracting this equation from one step of the iteration removes $b$:

$$x_{k+1}-s=(Mx_k+b)-(Ms+b)=M(x_k-s).$$

Repeating this from $k=0$ gives $x_k-s=M^k(x_0-s)$.

```lean
/-- Relative to a fixed point `s` of the iteration, the error after `k` steps is the initial
error multiplied by `M ^ k`. -/
theorem amplitudes_error {M : Matrix n n ℝ} {b s : n → ℝ} (hs : M *ᵥ s + b = s)
    (x₀ : n → ℝ) (k : ℕ) :
    amplitudes M b x₀ k - s = (M ^ k) *ᵥ (x₀ - s) := by
  induction k with
  | zero => simp [amplitudes]
  | succ k ih =>
    -- one step multiplies the error by M
    calc amplitudes M b x₀ (k + 1) - s
        = (M *ᵥ amplitudes M b x₀ k + b) - (M *ᵥ s + b) := by rw [hs, amplitudes]
      _ = M *ᵥ amplitudes M b x₀ k - M *ᵥ s := by abel
      _ = (M ^ (k + 1)) *ᵥ (x₀ - s) := by
        rw [← Matrix.mulVec_sub, ih, Matrix.mulVec_mulVec, ← pow_succ']
```

The proof is an induction on `k`, and its `calc` block is the displayed subtraction followed by the induction hypothesis `ih`.

Now combine the iterates. Since $p(1)=\sum_kp_k=1$, we may write $s=\sum_kp_ks$, and therefore

$$\sum_kp_kx_k-s=\sum_kp_k(x_k-s)=\sum_kp_kM^k(x_0-s)=p(M)(x_0-s).$$

```lean
/-- If the weights sum to one, `p(1) = 1`, the error of the extrapolated amplitudes relative to
a fixed point `s` is the initial error multiplied by `p(M)`. -/
theorem extrapolate_error {M : Matrix n n ℝ} {b s : n → ℝ} (hs : M *ᵥ s + b = s)
    (x₀ : n → ℝ) {p : ℝ[X]} (hp : p.eval 1 = 1) :
    extrapolate p (amplitudes M b x₀) - s = (aeval M p) *ᵥ (x₀ - s) := by
  -- the weights sum to one, so they reproduce the fixed point
  have hsum : ∑ k ∈ Finset.range (p.natDegree + 1), p.coeff k • s = s := by
    have h := hp
    rw [Polynomial.eval_eq_sum_range] at h
    simp only [one_pow, mul_one] at h
    rw [← Finset.sum_smul, h, one_smul]
  calc extrapolate p (amplitudes M b x₀) - s
      = ∑ k ∈ Finset.range (p.natDegree + 1), p.coeff k • (amplitudes M b x₀ k - s) := by
        simp only [smul_sub, Finset.sum_sub_distrib, hsum, extrapolate]
    _ = ∑ k ∈ Finset.range (p.natDegree + 1), p.coeff k • ((M ^ k) *ᵥ (x₀ - s)) :=
        Finset.sum_congr rfl fun k _ => by rw [amplitudes_error hs]
    _ = (aeval M p) *ᵥ (x₀ - s) := by
        rw [Polynomial.aeval_eq_sum_range]
        ext i
        simp only [Finset.sum_apply, Pi.smul_apply, smul_eq_mul, Matrix.mulVec, dotProduct,
          Matrix.sum_apply, Matrix.smul_apply, Finset.mul_sum, Finset.sum_mul]
        rw [Finset.sum_comm]
        simp only [mul_assoc]
```

Here `p.eval 1` is $p(1)$ and `aeval M p` is $p(M)$, with the constant term multiplying the identity matrix. The auxiliary statement `hsum` is $\sum_kp_ks=s$. The three lines of the `calc` block are the three equalities above; the last one exchanges the sum over $k$ with the sum in the matrix-vector product.

## The equations have exactly one solution

Invertibility of $1-M$ follows from the two conditions on $p$. The polynomial $p-1$ vanishes at $1$, so $p(X)-1=(X-1)q(X)$ for some polynomial $q$. Inserting $M$ and using $p(M)=0$ gives

$$-1=(M-1)q(M),\qquad\text{hence}\qquad(1-M)\,q(M)=1.$$

```lean
/-- If a polynomial with `p(1) = 1` annihilates `M`, then `1 - M` is invertible. -/
theorem isUnit_one_sub {M : Matrix n n ℝ} {p : ℝ[X]} (hM : aeval M p = 0)
    (hp : p.eval 1 = 1) : IsUnit (1 - M) := by
  -- p - 1 vanishes at 1, hence contains the factor X - 1
  obtain ⟨q, hq⟩ : (X - C (1 : ℝ)) ∣ p - C 1 :=
    Polynomial.dvd_iff_isRoot.mpr (by simp [Polynomial.IsRoot, hp])
  have h := congrArg (aeval M) hq
  rw [map_sub, map_mul, map_sub, hM, aeval_X, aeval_C, map_one] at h
  have h1 : (1 - M) * aeval M q = 1 := by
    calc (1 - M) * aeval M q = -((M - 1) * aeval M q) := by noncomm_ring
      _ = 1 := by rw [← h]; simp
  exact ⟨⟨1 - M, aeval M q, h1, mul_eq_one_comm.mp h1⟩, rfl⟩
```

`IsUnit (1 - M)` says that $1-M$ is invertible. The proof obtains `q` from the root at $1$, and `h1` is the last equation; for square matrices a right inverse is also a left inverse, which completes the argument.

With $1-M$ invertible,

$$Ms+b=s\iff(1-M)s=b\iff s=(1-M)^{-1}b,$$

so there is one fixed point and no other.

```lean
/-- If `1 - M` is invertible, `(1 - M)⁻¹ b` is the one and only fixed point of the iteration. -/
theorem fixedPoint_iff {M : Matrix n n ℝ} (h : IsUnit (1 - M)) (b s : n → ℝ) :
    M *ᵥ s + b = s ↔ s = convergedAmplitudes M b := by
  have hdet : IsUnit (1 - M).det := (Matrix.isUnit_iff_isUnit_det _).mp h
  constructor
  · intro hs
    have h1 : (1 - M) *ᵥ s = b := by
      rw [Matrix.sub_mulVec, Matrix.one_mulVec]
      exact sub_eq_iff_eq_add'.mpr hs.symm
    rw [convergedAmplitudes, ← h1, Matrix.mulVec_mulVec, Matrix.nonsing_inv_mul _ hdet,
      Matrix.one_mulVec]
  · rintro rfl
    have h1 : (1 - M) *ᵥ convergedAmplitudes M b = b := by
      rw [convergedAmplitudes, Matrix.mulVec_mulVec, Matrix.mul_nonsing_inv _ hdet,
        Matrix.one_mulVec]
    rw [Matrix.sub_mulVec, Matrix.one_mulVec] at h1
    exact (sub_eq_iff_eq_add'.mp h1).symm
```

The two directions of the proof multiply by the inverse and by $1-M$, respectively.

## The extrapolation is exact

Take $s=(1-M)^{-1}b$ in the error formula. Since $p(M)=0$,

$$\sum_kp_kx_k-s=p(M)(x_0-s)=0.$$

No bound on the eigenvalues of $M$ has entered, and $x_0$ is arbitrary.

```lean
/-- If `p(M) = 0` and `p(1) = 1`, then `1 - M` is invertible and the extrapolated amplitudes
`∑ pₖ xₖ` equal `(1 - M)⁻¹ b`, for every starting guess. -/
theorem extrapolate_eq_converged {M : Matrix n n ℝ} {p : ℝ[X]} (hM : aeval M p = 0)
    (hp : p.eval 1 = 1) (b x₀ : n → ℝ) :
    IsUnit (1 - M) ∧ extrapolate p (amplitudes M b x₀) = convergedAmplitudes M b := by
  have hu := isUnit_one_sub hM hp
  refine ⟨hu, sub_eq_zero.mp ?_⟩
  rw [extrapolate_error ((fixedPoint_iff hu b _).mpr rfl) x₀ hp, hM, Matrix.zero_mulVec]
```

The theorem states invertibility together with the equality. This matters because Lean assigns the value zero to the inverse of a singular matrix, so the equality alone would not identify a solution.

A suitable polynomial exists whenever $1-M$ is invertible. Let $\chi(X)=\det(X-M)$ be the characteristic polynomial. The Cayley–Hamilton theorem gives $\chi(M)=0$, and $\chi(1)=\det(1-M)\neq0$, so

$$p(X)=\frac{\chi(X)}{\det(1-M)}$$

meets both conditions. For $N$ amplitudes it has degree $N$ and uses $x_0,\dots,x_N$.

```lean
/-- If `1 - M` is invertible, the characteristic polynomial of `M` divided by `det (1 - M)`
extrapolates the iterates exactly to `(1 - M)⁻¹ b`. -/
theorem charpoly_extrapolate {M : Matrix n n ℝ} (h : IsUnit (1 - M)) (b x₀ : n → ℝ) :
    extrapolate (C ((1 - M).det)⁻¹ * M.charpoly) (amplitudes M b x₀)
      = convergedAmplitudes M b := by
  have hdet : IsUnit (1 - M).det := (Matrix.isUnit_iff_isUnit_det _).mp h
  have hchar : M.charpoly.eval 1 = (1 - M).det := by
    rw [Matrix.charpoly, ← Polynomial.coe_evalRingHom, RingHom.map_det]
    congr 1
    ext i j
    rcases eq_or_ne i j with rfl | hij
    · simp
    · simp [hij]
  -- Cayley-Hamilton supplies the annihilating polynomial
  refine (extrapolate_eq_converged ?_ ?_ b x₀).2
  · rw [map_mul, Matrix.aeval_self_charpoly, mul_zero]
  · rw [Polynomial.eval_mul, Polynomial.eval_C, hchar, inv_mul_cancel₀ hdet.ne_zero]
```

The step `hchar` proves $\chi(1)=\det(1-M)$ by evaluating inside the determinant, entry by entry. The previous theorem then applies.

The division by $\det(1-M)$ is easily forgotten, because $\chi(M)=0$ holds without it. The weights then sum to $\det(1-M)$, and the combination is the solution multiplied by that number.

## Two amplitudes with growing error

Consider the iteration matrix $M$, with $b$ and $x_0$ as follows:

$$M=\begin{pmatrix}0&-2\\2&0\end{pmatrix},\qquad b=\begin{pmatrix}1\\0\end{pmatrix},\qquad x_0=0.$$

The matrix $M$ turns a vector by a right angle and doubles its length. It is chosen for simple arithmetic and does not model a molecule: with a symmetric $V$ and positive orbital-energy differences in $D$, the matrix $M=-D^{-1}V$ has real eigenvalues, whereas here they are $\pm2i$.

```lean
/-- A two-by-two iteration matrix that rotates a vector by a right angle and doubles its length. -/
def doublingRotation : Matrix (Fin 2) (Fin 2) ℝ := !![0, -2; 2, 0]
```

The fixed point is $s=(1/5,2/5)$. Each step multiplies the squared error by four, and initially it is $1/25+4/25=1/5$, so $|x_k-s|^2=4^k/5$. On the other hand $M^2=-4$, so $p(X)=(X^2+4)/5$ satisfies $p(M)=0$ and $p(1)=1$. With $x_2=(1,2)$,

$$\frac{4x_0+x_2}{5}=\left(\frac15,\frac25\right)=s.$$

```lean
/-- For the doubling rotation with `b = (1, 0)`, started from zero, the squared distance of the
iterates from `(1/5, 2/5)` grows as `4 ^ k / 5`, yet extrapolation with `p = (X² + 4) / 5` gives
exactly `(1/5, 2/5)`. -/
theorem divergent_but_extrapolated :
    (∀ k, (amplitudes doublingRotation ![1, 0] 0 k - ![1 / 5, 2 / 5]) ⬝ᵥ
      (amplitudes doublingRotation ![1, 0] 0 k - ![1 / 5, 2 / 5]) = 4 ^ k / 5) ∧
    extrapolate (C (1 / 5) * (X ^ 2 + C 4)) (amplitudes doublingRotation ![1, 0] 0)
      = ![1 / 5, 2 / 5] := by
  have hfix : doublingRotation *ᵥ ![1 / 5, 2 / 5] + ![1, 0] = ![1 / 5, 2 / 5] := by
    ext i
    fin_cases i <;>
      simp [doublingRotation] <;> norm_num
  constructor
  · -- each step multiplies the squared length of the error by four
    have hstep : ∀ v : Fin 2 → ℝ,
        (doublingRotation *ᵥ v) ⬝ᵥ (doublingRotation *ᵥ v) = 4 * (v ⬝ᵥ v) := by
      intro v
      simp [doublingRotation, Matrix.mulVec, dotProduct, Fin.sum_univ_two]
      ring
    have hpow : ∀ (k : ℕ) (v : Fin 2 → ℝ),
        ((doublingRotation ^ k) *ᵥ v) ⬝ᵥ ((doublingRotation ^ k) *ᵥ v)
          = 4 ^ k * (v ⬝ᵥ v) := by
      intro k v
      induction k with
      | zero => simp
      | succ k ih =>
        rw [pow_succ' doublingRotation k, ← Matrix.mulVec_mulVec, hstep, ih]
        ring
    have hstart : ((0 : Fin 2 → ℝ) - ![1 / 5, 2 / 5]) ⬝ᵥ (0 - ![1 / 5, 2 / 5]) = 1 / 5 := by
      simp [dotProduct, Fin.sum_univ_two]
      norm_num
    intro k
    rw [amplitudes_error hfix, hpow, hstart]
    ring
  · -- the square of the matrix is -4, so the polynomial annihilates it
    have hsq : doublingRotation ^ 2 + (4 : ℝ) • (1 : Matrix (Fin 2) (Fin 2) ℝ) = 0 := by
      ext i j
      fin_cases i <;> fin_cases j <;>
        simp [doublingRotation, pow_two] <;> norm_num
    have hM : aeval doublingRotation (C (1 / 5 : ℝ) * (X ^ 2 + C 4)) = 0 := by
      rw [map_mul, map_add, map_pow, aeval_X, aeval_C, aeval_C,
        Algebra.algebraMap_eq_smul_one (4 : ℝ), hsq, mul_zero]
    have hp : (C (1 / 5 : ℝ) * (X ^ 2 + C 4)).eval 1 = 1 := by
      rw [Polynomial.eval_mul, Polynomial.eval_add, Polynomial.eval_pow, Polynomial.eval_X,
        Polynomial.eval_C, Polynomial.eval_C]
      norm_num
    apply sub_eq_zero.mp
    rw [extrapolate_error hfix 0 hp, hM, Matrix.zero_mulVec]

end

end AmplitudeExtrapolation
```

In the first half of the proof, `hstep` is the factor of four for one step, `hpow` extends it to $k$ steps, and `hstart` is the initial value; `⬝ᵥ` is the dot product. In the second half, `hsq` is $M^2+4=0$, and the error formula gives the result.

## From the linear model to coupled cluster

For linearised amplitude equations, a diverging iteration can thus still contain the full solution, provided that an annihilating polynomial with $p(1)=1$ is known and rounding is ignored. The full coupled-cluster equations are nonlinear. Replacing their update by one fixed matrix $M$, as one does close to a solution, is an approximation that the hypotheses do not justify.

```lean
#print axioms AmplitudeExtrapolation.extrapolate_error
#print axioms AmplitudeExtrapolation.charpoly_extrapolate
#print axioms AmplitudeExtrapolation.divergent_but_extrapolated
```

```
'AmplitudeExtrapolation.extrapolate_error' depends on axioms: [propext, Classical.choice, Quot.sound]
'AmplitudeExtrapolation.charpoly_extrapolate' depends on axioms: [propext, Classical.choice, Quot.sound]
'AmplitudeExtrapolation.divergent_but_extrapolated' depends on axioms: [propext, Classical.choice, Quot.sound]
```
